# Single-site updates of a Slater determinant overlap and its mixed density matrix

## Orbital matrices, overlap and mixed density matrix

Consider $N$ fermions on $M$ sites, that is, in $M$ orthonormal one-particle states. A Slater determinant is given by a complex $M\times N$ matrix whose rows belong to sites and whose columns are the occupied orbitals. Take two of them, $L$ on the left and $R$ on the right, and write

$$S = L^\dagger R,\qquad \langle L|R\rangle = \det S,\qquad F = R\,S^{-1}L^\dagger .$$

The matrix $F$ requires $\det S\neq 0$. Its entries are the mixed expectation values $F_{ij}=\langle L|c_j^\dagger c_i|R\rangle/\langle L|R\rangle$, where $c_i$ annihilates a particle on site $i$.

The columns need not be orthonormal. The normalised overlap is $\det S/\sqrt{\det(L^\dagger L)\det(R^\dagger R)}$, whereas the ratios below refer to the unnormalised $\det S$. The matrix $F$ is unaffected by this choice, since replacing $R$ by $RA$ and $L$ by $LB$, with $A$ and $B$ invertible, leaves it unchanged.

Let $P_k=e_ke_k^T$ be the projector on site $k$, and let $d$ be a complex number. The replacement $R\to(1+dP_k)R$ multiplies row $k$ of $R$ by $1+d$. If $\det S\neq0$, then with $r=1+dF_{kk}$

$$\det\!\big(L^\dagger(1+dP_k)R\big)=r\,\det S .$$

The new overlap is therefore non-zero exactly when $r$ is, and in that case the new density matrix is

$$F'=F+\frac dr\,(1-F)P_kF .$$

In projector Monte Carlo that samples auxiliary fields along the whole path between two trial determinants, $L$ and $R$ are these determinants propagated from either end to the time slice of a field that couples to the density on site $k$, with the factor of that field applied last in $R$. If this factor multiplies row $k$ by $e^{v}$ for one spin species, changing the field so that the exponent becomes $v'$ is the replacement above with $1+d=e^{v'-v}$. The particles do not interact once the fields are fixed, and any scalar weight attached to the field is a separate factor.

## From a general one-body factor to one site

Two properties of $F$ follow at once from $S^{-1}L^\dagger R=1$. First, $FR=R$, and hence $F^2=F$. Second, the cyclic property of the trace gives $\operatorname{tr}F=\operatorname{tr}(S^{-1}L^\dagger R)=N$.

Now let $D$ be any $M\times M$ matrix and replace $R$ by $(1+D)R$. The new overlap matrix is

$$S'=L^\dagger(1+D)R=S+L^\dagger DR=S\,(1+S^{-1}L^\dagger DR).$$

The identity $\det(1+AB)=\det(1+BA)$ moves the second determinant from particles to sites:

$$\det S'=\det S\,\det(1+DRS^{-1}L^\dagger)=\det S\,\det(1+DF).$$

For the density matrix, observe that

$$L^\dagger(1+DF)=L^\dagger+L^\dagger DRS^{-1}L^\dagger=(S+L^\dagger DR)S^{-1}L^\dagger=S'S^{-1}L^\dagger .$$

If $\det S'\neq0$, multiplying from the left by $(1+D)R\,S'^{-1}$ gives

$$F'(1+DF)=(1+D)F. \tag{1}$$

Next let $D=aP_k+bP_l$ act on two sites. Then $DF=CW$, where $C$ has the two columns $ae_k$ and $be_l$, and $W$ has rows $k$ and $l$ of $F$ as its two rows. Exchanging the factors again leaves a $2\times2$ determinant:

$$\det(1+WC)=\det\begin{pmatrix}1+aF_{kk}&bF_{kl}\\ aF_{lk}&1+bF_{ll}\end{pmatrix}
=(1+aF_{kk})(1+bF_{ll})-ab\,F_{kl}F_{lk}.$$

Setting $a=d$ and $b=0$ gives the single-site ratio $r$.

It remains to solve (1) for $D=dP$ with $P=P_k$. Since $PFP=F_{kk}P$, we have $PFPF=F_{kk}PF$. Put $c=d/r$ and insert the proposed $F'$:

$$\begin{aligned}
\big(F+c(1-F)PF\big)(1+dPF)
&=F+dFPF+c(1+dF_{kk})(1-F)PF\\
&=F+dFPF+d(1-F)PF\\
&=(1+dP)F .
\end{aligned}$$

The true new density matrix satisfies the same equation. Because $\det(1+dPF)=r\neq0$, the factor $1+dPF$ can be cancelled, and the two matrices agree. In components,

$$F'_{ij}=F_{ij}+\frac dr(\delta_{ik}-F_{ik})F_{kj}.$$

The correction is an outer product of a column and a row, so an update takes of order $M^2$ operations.

## Vanishing overlaps

The condition $\det S\neq0$ is needed for the ratio. Take two sites and one particle, with $L=(1,1)^T$ and $R=(1,-1)^T$, so that $\det S=0$. Choosing $k=1$ and $d=1$ turns $R$ into $(2,-1)^T$, and the new overlap is $1$. No factor multiplying zero can produce it.

The condition $r\neq0$ is needed for the density matrix. With one site, one particle and $L=R=(1)$ we have $F=1$. For $d=-1$ the ratio is $r=0$, the new $R$ vanishes, and there is no mixed density matrix left to compute.

## The definitions in Lean

Sites and particles are indexed by arbitrary finite types `m` and `n`.

```lean
import Mathlib

open scoped Matrix

namespace ProjectorMonteCarloUpdate

noncomputable section

variable {m n : Type*} [Fintype m] [DecidableEq m] [Fintype n] [DecidableEq n]
```

The overlap is defined directly as a determinant. Its identification with the inner product of two many-fermion states is the physical reading given above and is not derived from a Fock space.

```lean
/-- The overlap `det (Lᴴ R)` of two Slater determinants with orbital matrices `L` and `R`
(rows are sites, columns are particles). -/
def overlap (L R : Matrix m n ℂ) : ℂ := (Lᴴ * R).det
```

Here `ᴴ` is the conjugate transpose. Lean assigns the value zero to the inverse of a singular matrix, so `density` is defined for every pair, but it has its physical meaning only when the overlap is non-zero.

```lean
/-- The mixed one-body density matrix `F = R (Lᴴ R)⁻¹ Lᴴ` of two Slater determinants. -/
def density (L R : Matrix m n ℂ) : Matrix m m ℂ := R * (Lᴴ * R)⁻¹ * Lᴴ
```

The site projector is written as a diagonal matrix with a single entry 1.

```lean
/-- The projector `e_k e_kᵀ` on site `k`. -/
def siteProj (k : m) : Matrix m m ℂ := Matrix.diagonal fun i => if i = k then 1 else 0
```

## Idempotence and particle number

The hypothesis `hS : overlap L R ≠ 0` appears in every theorem about a pair of determinants. It says that the two states are not orthogonal, and it supplies the invertibility of $S$. The columns of `L` and `R` are not assumed to be orthonormal.

The next theorem states $F^2=F$ together with $FR=R$. In both calculations the products are regrouped until $S^{-1}S$ stands together and can be removed.

```lean
omit [DecidableEq m] in
/-- The mixed density matrix of two determinants with non-zero overlap is idempotent and leaves
the orbitals of the right determinant unchanged. -/
theorem density_idempotent {L R : Matrix m n ℂ} (hS : overlap L R ≠ 0) :
    density L R * density L R = density L R ∧ density L R * R = R := by
  have hu : IsUnit (Lᴴ * R).det := isUnit_iff_ne_zero.mpr hS
  have hR : density L R * R = R := by
    calc density L R * R = R * ((Lᴴ * R)⁻¹ * (Lᴴ * R)) := by
          simp only [density, Matrix.mul_assoc]
      _ = R := by rw [Matrix.nonsing_inv_mul _ hu, Matrix.mul_one]
  refine ⟨?_, hR⟩
  calc density L R * density L R
      = R * (((Lᴴ * R)⁻¹ * (Lᴴ * R)) * ((Lᴴ * R)⁻¹ * Lᴴ)) := by
        simp only [density, Matrix.mul_assoc]
    _ = density L R := by
        rw [Matrix.nonsing_inv_mul _ hu, Matrix.one_mul]
        simp only [density, Matrix.mul_assoc]
```

The trace theorem moves $L^\dagger$ cyclically to the front of the product, where $SS^{-1}=1$ leaves the trace of the $N\times N$ identity.

```lean
omit [DecidableEq m] in
/-- The trace of the mixed density matrix of two determinants with non-zero overlap is the number of
particles. -/
theorem trace_density {L R : Matrix m n ℂ} (hS : overlap L R ≠ 0) :
    (density L R).trace = (Fintype.card n : ℂ) := by
  have hu : IsUnit (Lᴴ * R).det := isUnit_iff_ne_zero.mpr hS
  unfold density
  rw [Matrix.trace_mul_comm, ← Matrix.mul_assoc, Matrix.mul_nonsing_inv _ hu, Matrix.trace_one]
```

## Arbitrary one-body factors

For any matrix `D`, the overlap is multiplied by $\det(1+DF)$. The auxiliary equation `h` is the factorisation $S'=S(1+S^{-1}L^\dagger DR)$, and `Matrix.det_one_add_mul_comm` exchanges the factors inside the determinant.

```lean
/-- Acting with `1 + D` on the right determinant, for any one-body matrix `D`, multiplies the
overlap by `det (1 + D F)`, provided the old overlap is non-zero. -/
theorem overlap_one_body {L R : Matrix m n ℂ} (hS : overlap L R ≠ 0) (D : Matrix m m ℂ) :
    overlap L ((1 + D) * R) = overlap L R * (1 + D * density L R).det := by
  have hu : IsUnit (Lᴴ * R).det := isUnit_iff_ne_zero.mpr hS
  -- factor the old overlap matrix out of the new one
  have h : Lᴴ * ((1 + D) * R)
      = (Lᴴ * R) * (1 + ((Lᴴ * R)⁻¹ * Lᴴ) * (D * R)) := by
    rw [Matrix.mul_add, Matrix.mul_one, Matrix.mul_assoc (Lᴴ * R)⁻¹,
      ← Matrix.mul_assoc (Lᴴ * R) (Lᴴ * R)⁻¹, Matrix.mul_nonsing_inv _ hu, Matrix.one_mul,
      Matrix.add_mul, Matrix.one_mul, Matrix.mul_add]
  unfold overlap density
  -- pass from a determinant over particles to one over sites
  rw [h, Matrix.det_mul, Matrix.det_one_add_mul_comm ((Lᴴ * R)⁻¹ * Lᴴ) (D * R)]
  simp only [Matrix.mul_assoc]
```

Equation (1) has the additional hypothesis `hS'`, that the new overlap is non-zero as well. The step named `key` is $L^\dagger(1+DF)=S'S^{-1}L^\dagger$; the final calculation multiplies it by $(1+D)RS'^{-1}$ and cancels $S'^{-1}S'$.

```lean
/-- If the old and new overlaps are non-zero, the density matrix `F'` after acting with `1 + D`
satisfies `F' (1 + D F) = (1 + D) F`. -/
theorem density_one_body {L R : Matrix m n ℂ} (hS : overlap L R ≠ 0) (D : Matrix m m ℂ)
    (hS' : overlap L ((1 + D) * R) ≠ 0) :
    density L ((1 + D) * R) * (1 + D * density L R) = (1 + D) * density L R := by
  have hu : IsUnit (Lᴴ * R).det := isUnit_iff_ne_zero.mpr hS
  have hu' : IsUnit (Lᴴ * ((1 + D) * R)).det := isUnit_iff_ne_zero.mpr hS'
  have h1 : (Lᴴ * R) * ((Lᴴ * R)⁻¹ * Lᴴ) = Lᴴ := by
    rw [← Matrix.mul_assoc, Matrix.mul_nonsing_inv _ hu, Matrix.one_mul]
  -- the new overlap matrix appears when `1 + D F` meets the left determinant
  have key : Lᴴ * (1 + D * density L R)
      = (Lᴴ * ((1 + D) * R)) * ((Lᴴ * R)⁻¹ * Lᴴ) := by
    calc Lᴴ * (1 + D * density L R) = Lᴴ + Lᴴ * (D * density L R) := by
          rw [Matrix.mul_add, Matrix.mul_one]
      _ = (Lᴴ * R) * ((Lᴴ * R)⁻¹ * Lᴴ) + Lᴴ * (D * density L R) := by rw [h1]
      _ = _ := by
          simp only [density, Matrix.add_mul, Matrix.mul_add, Matrix.one_mul, Matrix.mul_assoc]
  calc density L ((1 + D) * R) * (1 + D * density L R)
      = ((1 + D) * R) * ((Lᴴ * ((1 + D) * R))⁻¹ * (Lᴴ * (1 + D * density L R))) := by
        unfold density
        simp only [Matrix.mul_assoc]
    _ = ((1 + D) * R) * ((Lᴴ * R)⁻¹ * Lᴴ) := by
        rw [key, ← Matrix.mul_assoc (Lᴴ * ((1 + D) * R))⁻¹, Matrix.nonsing_inv_mul _ hu',
          Matrix.one_mul]
    _ = (1 + D) * density L R := by simp only [density, Matrix.mul_assoc]
```

## Overlap ratios for two sites and for one

The pair formula holds for all `k` and `l`, including equal ones, where it reduces to $1+(a+b)F_{kk}$. After the general ratio has been applied, `generalize` replaces the density matrix by an arbitrary `F`, since nothing more about it is needed. The matrices `C` and `W` are those of the derivation, `h` proves $DF=CW$, and `e00` to `e11` compute the four entries of $WC$. The $2\times2$ determinant is then expanded, and `ring` finishes the algebra.

```lean
/-- Replacing `R` by `(1 + a P_k + b P_l) R` multiplies a non-zero overlap by `(1 + a F_kk)(1 + b
F_ll) - a b F_kl F_lk`. -/
theorem overlap_pair {L R : Matrix m n ℂ} (hS : overlap L R ≠ 0) (k l : m) (a b : ℂ) :
    overlap L ((1 + (a • siteProj k + b • siteProj l)) * R) = overlap L R *
      ((1 + a * density L R k k) * (1 + b * density L R l l)
        - a * b * density L R k l * density L R l k) := by
  rw [overlap_one_body hS]
  congr 1
  generalize density L R = F
  -- the perturbation has rank at most two
  let C : Matrix m (Fin 2) ℂ :=
    Matrix.of fun i => ![if i = k then a else 0, if i = l then b else 0]
  let W : Matrix (Fin 2) m ℂ := Matrix.of ![F k, F l]
  have h : (a • siteProj k + b • siteProj l) * F = C * W := by
    ext i j
    have e : ∀ (p : m) (c : ℂ),
        c * ((if i = p then 1 else 0) * F i j) = (if i = p then c else 0) * F p j := by
      intro p c
      by_cases hp : i = p
      · simp [hp]
      · simp [hp]
    rw [Matrix.add_mul, Matrix.smul_mul, Matrix.smul_mul, Matrix.mul_apply, Fin.sum_univ_two]
    simp only [Matrix.add_apply, Matrix.smul_apply, siteProj, Matrix.diagonal_mul, smul_eq_mul]
    rw [e k a, e l b]
    simp [C, W]
  rw [h, Matrix.det_one_add_mul_comm C W, Matrix.det_fin_two]
  have e00 : (W * C) 0 0 = F k k * a := by
    rw [Matrix.mul_apply]
    change ∑ x, F k x * (if x = k then a else 0) = _
    simp
  have e01 : (W * C) 0 1 = F k l * b := by
    rw [Matrix.mul_apply]
    change ∑ x, F k x * (if x = l then b else 0) = _
    simp
  have e10 : (W * C) 1 0 = F l k * a := by
    rw [Matrix.mul_apply]
    change ∑ x, F l x * (if x = k then a else 0) = _
    simp
  have e11 : (W * C) 1 1 = F l l * b := by
    rw [Matrix.mul_apply]
    change ∑ x, F l x * (if x = l then b else 0) = _
    simp
  simp only [Matrix.add_apply, e00, e01, e10, e11, Matrix.one_apply_eq,
    Matrix.one_apply_ne (show (0 : Fin 2) ≠ 1 by decide),
    Matrix.one_apply_ne (show (1 : Fin 2) ≠ 0 by decide)]
  ring
```

The single-site ratio is the pair formula with both sites equal to `k` and the second strength equal to zero.

```lean
/-- Replacing `R` by `(1 + d P_k) R` multiplies a non-zero overlap by `1 + d F_kk`. -/
theorem overlap_site {L R : Matrix m n ℂ} (hS : overlap L R ≠ 0) (k : m) (d : ℂ) :
    overlap L ((1 + d • siteProj k) * R) = overlap L R * (1 + d * density L R k k) := by
  have h := overlap_pair hS k k d 0
  simpa only [zero_smul, add_zero, zero_mul, mul_zero, mul_one, sub_zero] using h
```

## The updated density matrix

The relation $PFP=F_{kk}P$ holds for every matrix $F$. The proof compares entries, distinguishing whether the row and column indices equal `k`.

```lean
/-- Between two projectors on site `k` a one-body matrix reduces to its diagonal entry. -/
theorem siteProj_sandwich (F : Matrix m m ℂ) (k : m) :
    siteProj k * F * siteProj k = F k k • siteProj k := by
  ext i j
  unfold siteProj
  rw [Matrix.mul_diagonal, Matrix.diagonal_mul, Matrix.smul_apply, Matrix.diagonal_apply,
    smul_eq_mul]
  by_cases hi : i = k
  · by_cases hj : j = k
    · simp [hi, hj]
    · have hkj : k ≠ j := fun h => hj h.symm
      simp [hi, hj, hkj]
  · simp [hi]
```

The main theorem is a conjunction of three statements: the overlap ratio, the equivalence between a non-zero new overlap and $r\neq0$, and the formula for the new density matrix under the condition $r\neq0$. The strength `d` is any complex number, so the theorem applies to any decoupling of the interaction in which changing a field multiplies one row of $R$ by a number. It concerns exact arithmetic; the accumulation of rounding errors over many updates is a separate matter.

The first two statements follow from `overlap_site`. For the third, `hU` establishes that $1+dPF$ is invertible: its determinant is a factor of the new overlap, which is non-zero. The step `hU.mul_right_cancel` multiplies both sides of the desired equation by this matrix, and `density_one_body` rewrites the side with the true density matrix as $(1+dP)F$.

What remains is the expansion done above. The equation `hc` is $cr=d$, and `hPF` is $PFPF=F_{kk}PF$, with the products bracketed as the simplifier leaves them. After expansion the two sides differ by a multiple of $cr-d$, with coefficient $PF-FPF=(1-F)PF$. The last line supplies exactly this multiple. Idempotence of $F$ is not used.

```lean
/-- Let the old overlap be non-zero. Replacing `R` by `(1 + d e_k e_kᵀ) R` multiplies the overlap by
`r = 1 + d F_kk`; the new overlap is non-zero exactly when `r` is, and then `F` becomes `F + (d/r)
(1 - F) e_k e_kᵀ F`. -/
theorem projector_update {L R : Matrix m n ℂ} (hS : overlap L R ≠ 0) (k : m) (d : ℂ) :
    overlap L ((1 + d • siteProj k) * R) = overlap L R * (1 + d * density L R k k) ∧
    (overlap L ((1 + d • siteProj k) * R) ≠ 0 ↔ 1 + d * density L R k k ≠ 0) ∧
    (1 + d * density L R k k ≠ 0 →
      density L ((1 + d • siteProj k) * R) = density L R +
        (d / (1 + d * density L R k k)) • ((1 - density L R) * siteProj k * density L R)) := by
  have hdet := overlap_site hS k d
  refine ⟨hdet, ?_, fun hr => ?_⟩
  · rw [hdet]
    exact ⟨right_ne_zero_of_mul, mul_ne_zero hS⟩
  have hS' : overlap L ((1 + d • siteProj k) * R) ≠ 0 := by
    rw [hdet]
    exact mul_ne_zero hS hr
  have hU : IsUnit (1 + (d • siteProj k) * density L R) := by
    rw [Matrix.isUnit_iff_isUnit_det, isUnit_iff_ne_zero]
    have h := hS'
    rw [overlap_one_body hS] at h
    exact right_ne_zero_of_mul h
  -- both sides solve the same linear equation, whose coefficient matrix is invertible
  apply hU.mul_right_cancel
  rw [density_one_body hS _ hS']
  have hc : d / (1 + d * density L R k k) * (1 + d * density L R k k) = d :=
    div_mul_cancel₀ d hr
  have hP := siteProj_sandwich (density L R) k
  generalize d / (1 + d * density L R k k) = c at hc ⊢
  generalize density L R k k = f at hc hP
  generalize density L R = F at hP ⊢
  generalize siteProj k = P at hP ⊢
  have hPF : P * (F * (P * F)) = f • (P * F) := by
    rw [← mul_assoc, ← mul_assoc, hP, smul_mul_assoc]
  simp only [mul_add, add_mul, sub_mul, mul_one, one_mul, smul_mul_assoc, mul_smul_comm,
    mul_assoc, hPF]
  linear_combination (norm := module) -(hc • (P * F - F * (P * F)))
```

The entrywise version has the form that a program would loop over, with `if i = k then 1 else 0` for $\delta_{ik}$. The equation `h` evaluates one entry of $(1-F)P_kF$, where the projector leaves a single term of the matrix product; the matrix formula does the rest. All entries on the right-hand side are those of the old density matrix, so an implementation that overwrites $F$ in place must not use entries of column $k$ or row $k$ that have already been changed. Saving that column and row first is one way to ensure this.

```lean
/-- If the old overlap and `r = 1 + d F_kk` are non-zero, the density matrix `F'` after replacing
`R` by `(1 + d P_k) R` has the entries `F'_ij = F_ij + (d/r) (δ_ik - F_ik) F_kj`. -/
theorem density_update_apply {L R : Matrix m n ℂ} (hS : overlap L R ≠ 0) (k : m) (d : ℂ)
    (hr : 1 + d * density L R k k ≠ 0) (i j : m) :
    density L ((1 + d • siteProj k) * R) i j = density L R i j +
      d / (1 + d * density L R k k) *
        (((if i = k then 1 else 0) - density L R i k) * density L R k j) := by
  have h : ((1 - density L R) * siteProj k * density L R) i j
      = ((if i = k then 1 else 0) - density L R i k) * density L R k j := by
    rw [Matrix.mul_apply]
    simp only [siteProj, Matrix.mul_diagonal]
    simp [Matrix.sub_apply, Matrix.one_apply]
  rw [(projector_update hS k d).2.2 hr, Matrix.add_apply, Matrix.smul_apply, h, smul_eq_mul]

end

end ProjectorMonteCarloUpdate
```

```lean
#print axioms ProjectorMonteCarloUpdate.density_idempotent
#print axioms ProjectorMonteCarloUpdate.trace_density
#print axioms ProjectorMonteCarloUpdate.density_update_apply
```

```
'ProjectorMonteCarloUpdate.density_idempotent' depends on axioms: [propext, Classical.choice, Quot.sound]
'ProjectorMonteCarloUpdate.trace_density' depends on axioms: [propext, Classical.choice, Quot.sound]
'ProjectorMonteCarloUpdate.density_update_apply' depends on axioms: [propext, Classical.choice, Quot.sound]
```
